# Non-secular terms in qubit decay couple each coherence to its opposite

`generator_eq` writes out the four entries of a qubit generator made of a decay term with coefficient `a` and non-secular terms with coefficient `c`, with no Hamiltonian part. In the basis (excited, ground), the diagonal entries are `-(a * ρ 0 0)` and `a * ρ 0 0`, while each off-diagonal entry is `-a/2` times the same coherence plus `c` times the opposite one. Here `a` and `c` are any real numbers and `ρ` is any complex 2 × 2 matrix, not necessarily a density matrix. The attempt compares the two sides entry by entry, expands the products with `simp`, and leaves the remaining algebra to `ring`.

An attempt in Lean 4 with a fault in it:

```lean
import Mathlib

open Matrix Filter Topology

namespace GeneratorEq

noncomputable section

/-- Operators on a qubit, in the basis (excited, ground). -/
abbrev Op := Matrix (Fin 2) (Fin 2) ℂ

/-- The lowering operator `s₋`, taking the excited state to the ground state. -/
def lower : Op := !![0, 0; 1, 0]

/-- The raising operator `s₊`, taking the ground state to the excited state. -/
def raise : Op := !![0, 1; 0, 0]

/-- The generator `a D[s₋](ρ) + c (s₋ ρ s₋ + s₊ ρ s₊)`: decay at rate `a` together with
non-secular terms of strength `c`. -/
def generator (a c : ℝ) (ρ : Op) : Op :=
  (a : ℂ) • (lower * ρ * raise - (1 / 2 : ℂ) • (raise * lower * ρ + ρ * (raise * lower)))
    + (c : ℂ) • (lower * ρ * lower + raise * ρ * raise)

/-- The equations of motion entry by entry: the non-secular terms couple each coherence to the
opposite one. -/
theorem generator_eq (a c : ℝ) (ρ : Op) : generator a c ρ =
    !![-(a * ρ 0 0), -(a / 2 * ρ 0 1) + c * ρ 1 0;
       -(a / 2 * ρ 1 0) + c * ρ 0 1, a * ρ 0 0] := by
  ext i j
  fin_cases i <;> fin_cases j <;>
    simp [generator, lower, raise, Matrix.mul_apply, Fin.sum_univ_two,
      -mul_eq_mul_left_iff, -mul_eq_mul_right_iff] <;> ring

end

end GeneratorEq
```

The error:

```
Try this:
  [apply] ring_nf
  
  The `ring` tactic failed to close the goal. Use `ring_nf` to obtain a normal form.
    
  Note that `ring` works primarily in *commutative* rings. If you have a noncommutative ring, abelian group or module, consider using `noncomm_ring`, `abel` or `module` instead.
Try this:
  [apply] ring_nf
  
  The `ring` tactic failed to close the goal. Use `ring_nf` to obtain a normal form.
    
  Note that `ring` works primarily in *commutative* rings. If you have a noncommutative ring, abelian group or module, consider using `noncomm_ring`, `abel` or `module` instead.
Try this:
  [apply] ring_nf
  
  The `ring` tactic failed to close the goal. Use `ring_nf` to obtain a normal form.
    
  Note that `ring` works primarily in *commutative* rings. If you have a noncommutative ring, abelian group or module, consider using `noncomm_ring`, `abel` or `module` instead.
Try this:
  [apply] ring_nf
  
  The `ring` tactic failed to close the goal. Use `ring_nf` to obtain a normal form.
    
  Note that `ring` works primarily in *commutative* rings. If you have a noncommutative ring, abelian group or module, consider using `noncomm_ring`, `abel` or `module` instead.
Main.lean:28:51: error: unsolved goals
case «0».«0»
a c : ℝ
ρ : Op
⊢ ↑a * (![0, 0] ᵥ* (ρ * !![0, 1; 0, 0])) 0 + ↑a * (![1, 0] ᵥ* ρ) 0 * (-1 / 2) + ↑a * ρ 0 0 * (-1 / 2) +
        ↑c * (![0, 0] ᵥ* (ρ * !![0, 0; 1, 0])) 0 +
      ↑c * (![0, 1] ᵥ* (ρ * !![0, 1; 0, 0])) 0 =
    -(↑a * ρ 0 0)

case «0».«1»
a c : ℝ
ρ : Op
⊢ ↑a * (![0, 0] ᵥ* (ρ * !![0, 1; 0, 0])) 1 + ↑a * (![1, 0] ᵥ* ρ) 1 * (-1 / 2) +
        ↑c * (![0, 0] ᵥ* (ρ * !![0, 0; 1, 0])) 1 +
      ↑c * (![0, 1] ᵥ* (ρ * !![0, 1; 0, 0])) 1 =
    ↑a * ρ 0 1 * (-1 / 2) + ↑c * ρ 1 0

case «1».«0»
a c : ℝ
ρ : Op
⊢ ↑a * (![1, 0] ᵥ* (ρ * !![0, 1; 0, 0])) 0 + ↑a * ρ 1 0 * (-1 / 2) + ↑c * (![1, 0] ᵥ* (ρ * !![0, 0; 1, 0])) 0 +
      ↑c * (![0, 0] ᵥ* (ρ * !![0, 1; 0, 0])) 0 =
    ↑a * ρ 1 0 * (-1 / 2) + ↑c * ρ 0 1

case «1».«1»
a c : ℝ
ρ : Op
⊢ ↑a * (![1, 0] ᵥ* (ρ * !![0, 1; 0, 0])) 1 + ↑c * (![1, 0] ᵥ* (ρ * !![0, 0; 1, 0])) 1 +
      ↑c * (![0, 0] ᵥ* (ρ * !![0, 1; 0, 0])) 1 =
    ↑a * ρ 0 0
```

The four `ring` messages say that it could not close the goals, and the final error shows what was left. The full `simp` call used its default lemmas as well as the listed ones, and these turned the products into row-vector products such as `(![0, 0] ᵥ* (ρ * !![0, 1; 0, 0])) 0`. `Matrix.mul_apply` expands an entry of a matrix product, and this is an entry of a vector-matrix product, so it does not apply. `ring` does not unfold `ᵥ*` either, and cannot see that such a term is zero or an entry of `ρ`.

The repair uses `simp only`, whose list has no lemma that introduces `ᵥ*`. `Matrix.mul_apply` now expands the products into sums, the listed entry lemmas evaluate the explicit matrices, and `ring` finishes. The new `refine` replaces `ext` and `fin_cases`, and gives the four goals with indices written as plain `0` and `1`, which the short list can evaluate without further index lemmas. The two lemmas excluded with a minus sign need no mention now, since `simp only` does not include them.

Lean accepts the file once it reads:

```diff
@@ -27,8 +27,10 @@
     !![-(a * ρ 0 0), -(a / 2 * ρ 0 1) + c * ρ 1 0;
        -(a / 2 * ρ 1 0) + c * ρ 0 1, a * ρ 0 0] := by
-  ext i j
-  fin_cases i <;> fin_cases j <;>
-    simp [generator, lower, raise, Matrix.mul_apply, Fin.sum_univ_two,
-      -mul_eq_mul_left_iff, -mul_eq_mul_right_iff] <;> ring
+  refine Matrix.ext (Fin.forall_fin_two.2 ⟨Fin.forall_fin_two.2 ⟨?_, ?_⟩,
+    Fin.forall_fin_two.2 ⟨?_, ?_⟩⟩) <;>
+  simp only [generator, lower, raise, Matrix.add_apply, Matrix.sub_apply, Matrix.smul_apply,
+    smul_eq_mul, Matrix.mul_apply, Fin.sum_univ_two, of_apply, cons_val', cons_val_zero,
+    cons_val_one, cons_val_fin_one] <;>
+  ring
 
 end
```
